# Counting the singlet Hylleraas terms up to an even total degree

For two electrons about a nucleus at the origin, a Hylleraas term is the unnormalised spatial function `s^i t^j u^k exp(-α s)`, where `s` and `t` are the sum and difference of the electrons' distances from the nucleus, `u` is the distance between them, and `i`, `j`, `k` are natural numbers. The theorem `card_singletTerms` states that, for any real `α` and natural number `n`, exactly (n+1)(n+2)(4n+3)/6 exponent triples with i + j + k ≤ 2n give a term unchanged when the electrons are exchanged, as the spatial part of a singlet must be; Lean's version multiplies through by 6 to avoid division. The proof first shows that these are the triples with `j` even. It then sorts them by `j` and by d = i + k, with d + 1 pairs `(i, k)` in each layer, and sums over the layers by induction.

Lean 4 with Mathlib refuses this proof:

```lean
import Mathlib

open Filter Topology

namespace CardSingletTerms

/-- The position of an electron relative to the nucleus. -/
abbrev Position := EuclideanSpace ℝ (Fin 3)

/-- The Hylleraas term `s^i t^j u^k exp(-α s)` for `p = (i, j, k)`, with `s = |x| + |y|`,
`t = |x| - |y|` and `u = |x - y|`. -/
noncomputable def hylleraasTerm (α : ℝ) (p : ℕ × ℕ × ℕ) (x y : Position) : ℝ :=
  (‖x‖ + ‖y‖) ^ p.1 * (‖x‖ - ‖y‖) ^ p.2.1 * ‖x - y‖ ^ p.2.2 * Real.exp (-α * (‖x‖ + ‖y‖))

/-- The exponent triples `(i, j, k)` of total degree at most `N`. -/
def termIndices (N : ℕ) : Finset (ℕ × ℕ × ℕ) :=
  (Finset.range (N + 1) ×ˢ Finset.range (N + 1) ×ˢ Finset.range (N + 1)).filter
    (fun p => p.1 + p.2.1 + p.2.2 ≤ N)

open Classical in
/-- The singlet terms up to degree `N`: those unchanged when the two electrons are exchanged. -/
noncomputable def singletTerms (α : ℝ) (N : ℕ) : Finset (ℕ × ℕ × ℕ) :=
  (termIndices N).filter (fun p => ∀ x y, hylleraasTerm α p y x = hylleraasTerm α p x y)

/-- A triple belongs to the index set exactly when its total degree is at most `N`. -/
theorem mem_termIndices (N : ℕ) (p : ℕ × ℕ × ℕ) :
    p ∈ termIndices N ↔ p.1 + p.2.1 + p.2.2 ≤ N := by
  simp only [termIndices, Finset.mem_filter, Finset.mem_product, Finset.mem_range]
  omega

/-- Exchanging the electrons multiplies a Hylleraas term by `(-1)^j`. -/
theorem exchange (α : ℝ) (p : ℕ × ℕ × ℕ) (x y : Position) :
    hylleraasTerm α p y x = (-1) ^ p.2.1 * hylleraasTerm α p x y := by
  unfold hylleraasTerm
  rw [norm_sub_rev y x, add_comm ‖y‖ ‖x‖,
    show ‖y‖ - ‖x‖ = (-1) * (‖x‖ - ‖y‖) by ring, mul_pow]
  ring

/-- No Hylleraas term vanishes identically. -/
theorem exists_term_ne_zero (α : ℝ) (p : ℕ × ℕ × ℕ) :
    ∃ x y : Position, hylleraasTerm α p x y ≠ 0 := by
  -- one electron at unit distance, the other at the nucleus: s = t = u = 1
  obtain ⟨e, he⟩ : ∃ e : Position, ‖e‖ = 1 := ⟨EuclideanSpace.single 0 1, by simp⟩
  exact ⟨e, 0, by simp [hylleraasTerm, he]⟩

/-- A Hylleraas term is symmetric under electron exchange exactly when the power of `t`
is even. -/
theorem symmetric_iff_even (α : ℝ) (p : ℕ × ℕ × ℕ) :
    (∀ x y, hylleraasTerm α p y x = hylleraasTerm α p x y) ↔ Even p.2.1 := by
  constructor
  · intro h
    by_contra hj
    obtain ⟨x, y, hxy⟩ := exists_term_ne_zero α p
    have h1 := h x y
    rw [exchange, (Nat.not_even_iff_odd.mp hj).neg_one_pow] at h1
    exact hxy (by linarith)
  · intro hj x y
    rw [exchange, hj.neg_one_pow, one_mul]

/-- Six times the number of pairs `(i, k)` with `i + k < M`, counted by layers of constant
`i + k = d`, is `3 M (M + 1)`. -/
theorem layer_sum (M : ℕ) : 6 * ∑ d ∈ Finset.range M, (d + 1) = 3 * (M * (M + 1)) := by
  induction M with
  | zero => simp
  | succ M ih =>
    rw [Finset.sum_range_succ, mul_add, ih]
    ring

/-- Up to total degree `2n` there are exactly `(n+1)(n+2)(4n+3)/6` singlet terms. -/
theorem card_singletTerms (α : ℝ) (n : ℕ) :
    6 * (singletTerms α (2 * n)).card = (n + 1) * (n + 2) * (4 * n + 3) := by
  have mem : ∀ p, p ∈ singletTerms α (2 * n) ↔
      p.1 + p.2.1 + p.2.2 ≤ 2 * n ∧ p.2.1 % 2 = 0 := fun p => by
    simp only [singletTerms, Finset.mem_filter, mem_termIndices, symmetric_iff_even,
      Nat.even_iff]
  -- sort the terms by j = 2(n - m) and then by d = i + k
  have h : (singletTerms α (2 * n)).card = ((Finset.range (n + 1)).sigma fun m =>
      (Finset.range (2 * m + 1)).sigma fun d => Finset.antidiagonal d).card := by
    refine Finset.card_bij' (fun p _ => ⟨n - p.2.1 / 2, ⟨p.1 + p.2.2, (p.1, p.2.2)⟩⟩)
      (fun q _ => (q.2.2.1, 2 * (n - q.1), q.2.2.2)) ?_ ?_ ?_ ?_
    · rintro ⟨i, j, k⟩ h
      simp only [mem] at h
      simp only [Finset.mem_sigma, Finset.mem_range, Finset.mem_antidiagonal, and_true]
      omega
    · rintro ⟨m, d, i, k⟩ h
      simp only [Finset.mem_sigma, Finset.mem_range, Finset.mem_antidiagonal] at h
      simp only [mem]
      omega
    · rintro ⟨i, j, k⟩ h
      simp only [mem] at h
      simp only [Prod.mk.injEq, true_and, and_true]
      omega
    · rintro ⟨m, d, i, k⟩ h
      simp only [Finset.mem_sigma, Finset.mem_range, Finset.mem_antidiagonal] at h
      obtain ⟨hm, hd, rfl⟩ := h
      have e : n - 2 * (n - m) / 2 = m := by omega
      dsimp only
      rw [e]
  have total : ∀ N : ℕ, 6 * ∑ m ∈ Finset.range (N + 1), ∑ d ∈ Finset.range (2 * m + 1), (d + 1)
      = (N + 1) * (N + 2) * (4 * N + 3) := by
    intro N
    induction N with
    | zero => simp
    | succ N ih =>
      rw [Finset.sum_range_succ, mul_add, ih, layer_sum]
      ring
  rw [h]
  simp only [Finset.card_sigma, Finset.Nat.card_antidiagonal]
  exact total n

end CardSingletTerms
```

The error:

```
Main.lean:78:68: error: Application type mismatch: The argument
  d
has type
  ℕ
of sort `Type` but is expected to have type
  Set.IsPWO ?m.139
of sort `Prop` in the application
  Finset.antidiagonal d
Main.lean:71:75: error: unsolved goals
α : ℝ
n : ℕ
mem : ∀ (p : ℕ × ℕ × ℕ), p ∈ singletTerms α (2 * n) ↔ p.1 + p.2.1 + p.2.2 ≤ 2 * n ∧ p.2.1 % 2 = 0
⊢ 6 * (singletTerms α (2 * n)).card = (n + 1) * (n + 2) * (4 * n + 3)
```

After these edits no error is left:

```diff
@@ -76,13 +76,16 @@
   -- sort the terms by j = 2(n - m) and then by d = i + k
   have h : (singletTerms α (2 * n)).card = ((Finset.range (n + 1)).sigma fun m =>
-      (Finset.range (2 * m + 1)).sigma fun d => Finset.antidiagonal d).card := by
+      (Finset.range (2 * m + 1)).sigma fun d =>
+        Finset.HasAntidiagonal.antidiagonal d).card := by
     refine Finset.card_bij' (fun p _ => ⟨n - p.2.1 / 2, ⟨p.1 + p.2.2, (p.1, p.2.2)⟩⟩)
       (fun q _ => (q.2.2.1, 2 * (n - q.1), q.2.2.2)) ?_ ?_ ?_ ?_
     · rintro ⟨i, j, k⟩ h
       simp only [mem] at h
-      simp only [Finset.mem_sigma, Finset.mem_range, Finset.mem_antidiagonal, and_true]
+      simp only [Finset.mem_sigma, Finset.mem_range, Finset.HasAntidiagonal.mem_antidiagonal,
+        and_true]
       omega
     · rintro ⟨m, d, i, k⟩ h
-      simp only [Finset.mem_sigma, Finset.mem_range, Finset.mem_antidiagonal] at h
+      simp only [Finset.mem_sigma, Finset.mem_range,
+        Finset.HasAntidiagonal.mem_antidiagonal] at h
       simp only [mem]
       omega
@@ -92,5 +95,6 @@
       omega
     · rintro ⟨m, d, i, k⟩ h
-      simp only [Finset.mem_sigma, Finset.mem_range, Finset.mem_antidiagonal] at h
+      simp only [Finset.mem_sigma, Finset.mem_range,
+        Finset.HasAntidiagonal.mem_antidiagonal] at h
       obtain ⟨hm, hd, rfl⟩ := h
       have e : n - 2 * (n - m) / 2 = m := by omega
```

Diagnosis. The first message concerns the statement of `h`. There `Finset.antidiagonal d` was meant to be the finite set of pairs of natural numbers with sum `d`. But the name `Finset.antidiagonal` was read as a different function, whose first explicit argument is a proof of `Set.IsPWO`, that is, that some set is partially well-ordered. The number `d` is no such proof, so the statement could not be elaborated.

The second message follows from the first: `h` never entered the context, and the main goal was left open with only `mem` available.

The repair writes `Finset.HasAntidiagonal.antidiagonal d`, the function that does take the sum `d` and return the pairs. The three `simp only` calls now use the matching membership lemma, `Finset.HasAntidiagonal.mem_antidiagonal`, which turns membership into the equation i + k = d. The messages report no fault in those calls, since the proof of `h` was not reached. The added line breaks are mere tidying.
